# Norms and position matrix elements of quantum-bouncer states built from a decaying Airy solution

The Airy function is represented here by properties rather than by a formula. $A$ is any real function with derivative $A'$ that satisfies

$$A''(x)=x\,A(x),\qquad xA(x)\to0,\quad xA'(x)\to0\quad(x\to+\infty).$$

The standard function $\mathrm{Ai}$ has these properties, and so does any constant multiple of it. The results need no series, asymptotic expansion or normalisation constant for $A$.

## Matrix elements in terms of the zeros

A particle above a hard floor in a uniform field has, in dimensionless form, the Hamiltonian

$$H=-\frac{d^2}{dz^2}+z,\qquad z\ge0,\qquad \psi(0)=0.$$

For mass $m$ and gravitational acceleration $g$, the unit of length is $\ell=(\hbar^2/2m^2g)^{1/3}$ and the unit of energy is $mg\ell$. If $A(a)=0$, the function $A(z+a)$ vanishes at the floor and has energy $-a$. Dividing by the floor slope gives the state

$$\psi_a(z)=\frac{A(z+a)}{A'(a)}.$$

For two zeros $a\ne b$ with nonzero slopes, the integrals over $[0,R]$ have these limits as $R\to\infty$:

$$\int\psi_a^2\to1,\qquad \int z\,\psi_a^2\to-\frac{2a}{3},\qquad \int z\,\psi_a\psi_b\to-\frac{2}{(a-b)^2}.$$

The overlap $\int A(z+a)A(z+b)$ tends to $0$.

## Filling and testing the position matrix

A code that propagates one bouncing particle under an additional time-dependent uniform force can expand in these states. It then needs the matrix of $z$, and the formulas supply every entry from the list of zeros, without quadrature. The same single-particle model, with a linear potential and an impenetrable wall, serves as the triangular-well approximation for an electron near an interface, where $-2a/3$ is the mean distance from the wall in units of $(\hbar^2/2m^*K)^{1/3}$, with $m^*$ the effective mass and $K$ the magnitude of the constant electric force towards the wall.

The smallest basis with a transition has two states. With energies $E_a=-a$ and $E_b=-b$, the position matrix is

$$\begin{pmatrix}2E_a/3&-2/(E_a-E_b)^2\\-2/(E_a-E_b)^2&2E_b/3\end{pmatrix}.$$

For the first two zeros of $\mathrm{Ai}$, $a\approx-2.3381$ and $b\approx-4.0879$, the diagonal entries are about $1.5587$ and $2.7253$, and the off-diagonal entry is about $-0.6532$. A grid diagonalisation should approach these numbers as the spacing shrinks and the box grows.

Signs need care in that comparison. Every $\psi_a$ has slope $+1$ at the floor, which makes all off-diagonal entries negative. An eigensolver returns vectors with arbitrary signs, so each should be flipped to have positive slope at the floor first.

## Primitives that leave only the floor slopes

Write $f=A(z+a)$ and $g=A(z+b)$, with primes for derivatives in $z$. Then $f''=(z+a)f$ and $g''=(z+b)g$.

Since $A(x)=x^{-1}\,(xA(x))$ for $x>0$, $A$ itself tends to zero, and hence so does $f$. Also $zf=(z+a)f-af\to0$. The same argument applies to $f'$, $g$ and $g'$. If an integrand has a primitive $F$ that vanishes at infinity, then

$$\int_0^R F'(z)\,dz=F(R)-F(0)\to-F(0).$$

**Norm.** Take $F=(z+a)f^2-f'^2$. Then

$$F'=f^2+2(z+a)ff'-2f'(z+a)f=f^2.$$

At the floor $f=0$ and $f'=A'(a)$, so $-F(0)=A'(a)^2$.

**Overlap.** The Wronskian $W=f'g-fg'$ satisfies

$$W'=f''g-fg''=(a-b)fg.$$

It vanishes at the floor and at infinity. Division by $a-b$ gives orthogonality.

**Mean height.** With $x=z+a$,

$$\frac{d}{dz}\left(ff'-xf'^2+x^2f^2\right)=f'^2+xf^2-f'^2-2x^2ff'+2xf^2+2x^2ff'=3xf^2.$$

Because $zf^2=xf^2-af^2$, a primitive of $zf^2$ is

$$F=\tfrac13\left(ff'-xf'^2+x^2f^2\right)-a\left(xf^2-f'^2\right).$$

At the floor, $F(0)=-\tfrac a3A'(a)^2+aA'(a)^2=\tfrac{2a}{3}A'(a)^2$, so the integral tends to $-\tfrac{2a}{3}A'(a)^2$.

**Transition element.** Let $\delta=a-b$ and $G=f'g'-\left(z+\tfrac{a+b}{2}\right)fg$. Differentiation gives

$$G'=\tfrac{\delta}{2}(fg'-f'g)-fg=-\tfrac{\delta}{2}W-fg.$$

Now set $F=\delta^2zW+2\delta G+2W$. Then

$$F'=\delta^2W+\delta^3zfg-\delta^2W-2\delta fg+2\delta fg=\delta^3zfg.$$

At the floor $F(0)=2\delta A'(a)A'(b)$. Dividing $-F(0)$ by $\delta^3$ gives $-2A'(a)A'(b)/(a-b)^2$.

In each case $F$ vanishes at infinity because its terms are products of decaying factors; for example, $xf'^2=(xf')f'$ and $x^2f^2=(xf)^2$. Dividing the limits by $A'(a)^2$ or $A'(a)A'(b)$ gives the values for $\psi_a$ and $\psi_b$.

The primitives also give the error of cutting the integral off at a finite $R$. For the norm of $\psi_a$ it is $F(R)/A'(a)^2$, with $F$ from the norm calculation. This concerns truncated integration of the exact state; a second hard wall at $R$ would change the state itself.

## Lean source

```lean
import Mathlib

open Filter Topology

namespace QuantumBouncer

noncomputable section

/-- `A` solves the Airy equation `A'' = x A` with slope `A'`, and both `x A` and `x A'` vanish
at `+∞`. -/
structure IsDecayingAiry (A A' : ℝ → ℝ) : Prop where
  slope : ∀ x, HasDerivAt A (A' x) x
  airy : ∀ x, HasDerivAt A' (x * A x) x
  decay : Tendsto (fun x => x * A x) atTop (𝓝 0)
  decay_slope : Tendsto (fun x => x * A' x) atTop (𝓝 0)

/-- The dimensionless Hamiltonian `-d²/dz² + z` of a particle in a uniform field. -/
def hamiltonian (ψ : ℝ → ℝ) (z : ℝ) : ℝ := -deriv (deriv ψ) z + z * ψ z

/-- The shifted Airy solution `A(z + a)` divided by its slope at the floor `z = 0`. -/
def state (A A' : ℝ → ℝ) (a z : ℝ) : ℝ := A (z + a) / A' a

variable {A A' : ℝ → ℝ} {a b : ℝ}

/-- The shifted Airy solution `A(z + a)` satisfies the stationary Schrödinger equation of the
uniform field with energy `-a`. -/
theorem schrodinger (hA : IsDecayingAiry A A') (a z : ℝ) :
    hamiltonian (fun z => A (z + a)) z = -a * A (z + a) := by
  have h1 : deriv (fun z => A (z + a)) = fun z => A' (z + a) :=
    funext fun y => ((hA.slope (y + a)).comp_add_const y a).deriv
  have h2 : deriv (fun z => A' (z + a)) z = (z + a) * A (z + a) :=
    ((hA.airy (z + a)).comp_add_const z a).deriv
  unfold hamiltonian
  rw [h1, h2]
  ring

/-- If `x f(x)` vanishes at infinity, then so do `f(z + a)` and `z f(z + a)`. -/
theorem decay_shift {f : ℝ → ℝ} (h : Tendsto (fun x => x * f x) atTop (𝓝 0)) (a : ℝ) :
    Tendsto (fun z => f (z + a)) atTop (𝓝 0) ∧
      Tendsto (fun z => z * f (z + a)) atTop (𝓝 0) := by
  have h1 : Tendsto f atTop (𝓝 0) := by
    have h2 := (tendsto_inv_atTop_zero (𝕜 := ℝ)).mul h
    rw [mul_zero] at h2
    refine h2.congr' ?_
    filter_upwards [eventually_gt_atTop (0 : ℝ)] with x hx
    exact inv_mul_cancel_left₀ hx.ne' (f x)
  have hs : Tendsto (fun z : ℝ => z + a) atTop atTop :=
    tendsto_atTop_add_const_right _ a tendsto_id
  have h3 : Tendsto (fun z => f (z + a)) atTop (𝓝 0) := h1.comp hs
  have h4 : Tendsto (fun z => (z + a) * f (z + a)) atTop (𝓝 0) := h.comp hs
  have h5 := h4.sub (h3.const_mul a)
  rw [mul_zero, sub_zero] at h5
  exact ⟨h3, h5.congr fun z => by ring⟩

/-- If a continuous integrand has a primitive `F` vanishing at infinity, its integral over
`[0, R]` tends to `-F(0)`. -/
theorem tendsto_integral_of_primitive {F f : ℝ → ℝ} (hF : ∀ z, HasDerivAt F (f z) z)
    (hf : Continuous f) (h0 : Tendsto F atTop (𝓝 0)) :
    Tendsto (fun R => ∫ z in (0 : ℝ)..R, f z) atTop (𝓝 (-F 0)) := by
  have h : (fun R => ∫ z in (0 : ℝ)..R, f z) = fun R => F R - F 0 := funext fun R =>
    intervalIntegral.integral_eq_sub_of_hasDerivAt (fun z _ => hF z) (hf.intervalIntegrable 0 R)
  rw [h, ← zero_sub]
  exact h0.sub tendsto_const_nhds

theorem IsDecayingAiry.continuous (hA : IsDecayingAiry A A') : Continuous A :=
  continuous_iff_continuousAt.2 fun x => (hA.slope x).continuousAt

/-- The squared norm of a bouncer mode is the square of its slope at the floor. -/
theorem norm_sq (hA : IsDecayingAiry A A') (ha : A a = 0) :
    Tendsto (fun R => ∫ z in (0 : ℝ)..R, A (z + a) ^ 2) atTop (𝓝 (A' a ^ 2)) := by
  have hc := hA.continuous
  obtain ⟨p, P⟩ := decay_shift hA.decay a
  obtain ⟨q, -⟩ := decay_shift hA.decay_slope a
  -- the primitive is (z + a) A² - A'²
  have h := tendsto_integral_of_primitive (f := fun z => A (z + a) ^ 2)
    (F := fun z => (z + a) * (A (z + a) * A (z + a)) - A' (z + a) * A' (z + a))
    (fun z => by
      have hf := (hA.slope (z + a)).comp_add_const z a
      have hf' := (hA.airy (z + a)).comp_add_const z a
      exact ((((hasDerivAt_id' z).add_const a).fun_mul (hf.fun_mul hf)).fun_sub
        (hf'.fun_mul hf')).congr_deriv (by ring))
    (by fun_prop)
    (by
      have t := ((P.mul p).add ((p.mul p).const_mul a)).sub (q.mul q)
      simp only [mul_zero, add_zero, sub_zero] at t
      exact t.congr fun z => by ring)
  convert h using 2
  simp only [zero_add, ha]
  ring

/-- Bouncer modes belonging to different zeros of `A` are orthogonal. -/
theorem orthogonal (hA : IsDecayingAiry A A') (ha : A a = 0) (hb : A b = 0) (hab : a ≠ b) :
    Tendsto (fun R => ∫ z in (0 : ℝ)..R, A (z + a) * A (z + b)) atTop (𝓝 0) := by
  have hc := hA.continuous
  have hd : a - b ≠ 0 := sub_ne_zero.2 hab
  obtain ⟨p, -⟩ := decay_shift hA.decay a
  obtain ⟨q, -⟩ := decay_shift hA.decay_slope a
  obtain ⟨r, -⟩ := decay_shift hA.decay b
  obtain ⟨s, -⟩ := decay_shift hA.decay_slope b
  -- the Wronskian has derivative (a - b) times the overlap density
  have h := tendsto_integral_of_primitive (f := fun z => (a - b) * (A (z + a) * A (z + b)))
    (F := fun z => A' (z + a) * A (z + b) - A (z + a) * A' (z + b))
    (fun z => by
      have hf := (hA.slope (z + a)).comp_add_const z a
      have hf' := (hA.airy (z + a)).comp_add_const z a
      have hg := (hA.slope (z + b)).comp_add_const z b
      have hg' := (hA.airy (z + b)).comp_add_const z b
      exact ((hf'.fun_mul hg).fun_sub (hf.fun_mul hg')).congr_deriv (by ring))
    (by fun_prop)
    (by simpa only [mul_zero, sub_zero] using (q.mul r).sub (p.mul s))
  have h2 := h.const_mul ((a - b)⁻¹)
  simp only [intervalIntegral.integral_const_mul, inv_mul_cancel_left₀ hd] at h2
  convert h2 using 2
  simp [ha, hb]

/-- The unnormalised mean height of a bouncer mode is `-2a/3` times its squared floor slope. -/
theorem mean_height (hA : IsDecayingAiry A A') (ha : A a = 0) :
    Tendsto (fun R => ∫ z in (0 : ℝ)..R, z * A (z + a) ^ 2) atTop
      (𝓝 (-(2 * a / 3) * A' a ^ 2)) := by
  have hc := hA.continuous
  obtain ⟨p, P⟩ := decay_shift hA.decay a
  obtain ⟨q, Q⟩ := decay_shift hA.decay_slope a
  have X := P.add (p.const_mul a)
  have Y := Q.add (q.const_mul a)
  have h := tendsto_integral_of_primitive (f := fun z => z * A (z + a) ^ 2)
    (F := fun z => 1 / 3 * (A (z + a) * A' (z + a) - (z + a) * (A' (z + a) * A' (z + a))
        + ((z + a) * A (z + a)) * ((z + a) * A (z + a)))
      - a * ((z + a) * (A (z + a) * A (z + a)) - A' (z + a) * A' (z + a)))
    (fun z => by
      have hf := (hA.slope (z + a)).comp_add_const z a
      have hf' := (hA.airy (z + a)).comp_add_const z a
      have hx := (hasDerivAt_id' z).add_const a
      exact (((((hf.fun_mul hf').fun_sub (hx.fun_mul (hf'.fun_mul hf'))).fun_add
        ((hx.fun_mul hf).fun_mul (hx.fun_mul hf))).const_mul (1 / 3)).fun_sub
        (((hx.fun_mul (hf.fun_mul hf)).fun_sub (hf'.fun_mul hf')).const_mul a)).congr_deriv
        (by ring))
    (by fun_prop)
    (by
      have t := ((((p.mul q).sub (Y.mul q)).add (X.mul X)).const_mul (1 / 3)).sub
        (((X.mul p).sub (q.mul q)).const_mul a)
      simp only [mul_zero, add_zero, sub_zero] at t
      exact t.congr fun z => by ring)
  convert h using 2
  simp only [zero_add, ha]
  ring

/-- The unnormalised position matrix element between two different bouncer modes is
`-2 A'(a) A'(b) / (a - b)²`. -/
theorem transition (hA : IsDecayingAiry A A') (ha : A a = 0) (hb : A b = 0) (hab : a ≠ b) :
    Tendsto (fun R => ∫ z in (0 : ℝ)..R, z * (A (z + a) * A (z + b))) atTop
      (𝓝 (-2 * A' a * A' b / (a - b) ^ 2)) := by
  have hc := hA.continuous
  have hd : a - b ≠ 0 := sub_ne_zero.2 hab
  obtain ⟨p, P⟩ := decay_shift hA.decay a
  obtain ⟨q, Q⟩ := decay_shift hA.decay_slope a
  obtain ⟨r, -⟩ := decay_shift hA.decay b
  obtain ⟨s, -⟩ := decay_shift hA.decay_slope b
  -- a primitive of (a - b)³ z A(z+a) A(z+b), built from the Wronskian
  have h := tendsto_integral_of_primitive
    (f := fun z => (a - b) ^ 3 * (z * (A (z + a) * A (z + b))))
    (F := fun z => (a - b) ^ 2 * (z * (A' (z + a) * A (z + b) - A (z + a) * A' (z + b)))
      + 2 * (a - b) * (A' (z + a) * A' (z + b) - (z + (a + b) / 2) * (A (z + a) * A (z + b)))
      + 2 * (A' (z + a) * A (z + b) - A (z + a) * A' (z + b)))
    (fun z => by
      have hf := (hA.slope (z + a)).comp_add_const z a
      have hf' := (hA.airy (z + a)).comp_add_const z a
      have hg := (hA.slope (z + b)).comp_add_const z b
      have hg' := (hA.airy (z + b)).comp_add_const z b
      have hx := hasDerivAt_id' z
      have hW := (hf'.fun_mul hg).fun_sub (hf.fun_mul hg')
      exact ((((hx.fun_mul hW).const_mul ((a - b) ^ 2)).fun_add
        (((hf'.fun_mul hg').fun_sub ((hx.add_const ((a + b) / 2)).fun_mul
        (hf.fun_mul hg))).const_mul (2 * (a - b)))).fun_add (hW.const_mul 2)).congr_deriv
        (by ring))
    (by fun_prop)
    (by
      have t := ((((Q.mul r).sub (P.mul s)).const_mul ((a - b) ^ 2)).add
        ((((q.mul s).sub (P.mul r)).sub ((p.mul r).const_mul ((a + b) / 2))).const_mul
        (2 * (a - b)))).add (((q.mul r).sub (p.mul s)).const_mul 2)
      simp only [mul_zero, add_zero, sub_zero] at t
      exact t.congr fun z => by ring)
  have h2 := h.const_mul (((a - b) ^ 3)⁻¹)
  simp only [intervalIntegral.integral_const_mul,
    inv_mul_cancel_left₀ (pow_ne_zero 3 hd)] at h2
  convert h2 using 2
  simp only [zero_add, ha, hb, mul_zero, zero_mul, sub_zero, add_zero]
  field_simp

/-- For bouncer states scaled by their floor slopes, the squared norm is `1`, the mean height is
`-2a/3`, and the position matrix element between different states is `-2/(a - b)²`. -/
theorem position_matrix_elements (hA : IsDecayingAiry A A') (ha : A a = 0) (hb : A b = 0)
    (hab : a ≠ b) (ha' : A' a ≠ 0) (hb' : A' b ≠ 0) :
    Tendsto (fun R => ∫ z in (0 : ℝ)..R, state A A' a z ^ 2) atTop (𝓝 1) ∧
    Tendsto (fun R => ∫ z in (0 : ℝ)..R, z * state A A' a z ^ 2) atTop (𝓝 (-(2 * a / 3))) ∧
    Tendsto (fun R => ∫ z in (0 : ℝ)..R, z * (state A A' a z * state A A' b z)) atTop
      (𝓝 (-2 / (a - b) ^ 2)) := by
  have hd : a - b ≠ 0 := sub_ne_zero.2 hab
  -- the slopes are constants and come out of the integrals
  have e1 : ∀ z, state A A' a z ^ 2 = (A' a ^ 2)⁻¹ * A (z + a) ^ 2 := fun z => by
    unfold state; ring
  have e2 : ∀ z, z * state A A' a z ^ 2 = (A' a ^ 2)⁻¹ * (z * A (z + a) ^ 2) := fun z => by
    unfold state; ring
  have e3 : ∀ z, z * (state A A' a z * state A A' b z)
      = (A' a * A' b)⁻¹ * (z * (A (z + a) * A (z + b))) := fun z => by
    unfold state; ring
  refine ⟨?_, ?_, ?_⟩
  · simp only [e1, intervalIntegral.integral_const_mul]
    convert (norm_sq hA ha).const_mul ((A' a ^ 2)⁻¹) using 2
    field_simp
  · simp only [e2, intervalIntegral.integral_const_mul]
    convert (mean_height hA ha).const_mul ((A' a ^ 2)⁻¹) using 2
    field_simp
  · simp only [e3, intervalIntegral.integral_const_mul]
    convert (transition hA ha hb hab).const_mul ((A' a * A' b)⁻¹) using 2
    field_simp

end

end QuantumBouncer
```

```lean
#print axioms QuantumBouncer.schrodinger
#print axioms QuantumBouncer.orthogonal
#print axioms QuantumBouncer.position_matrix_elements
```

```
'QuantumBouncer.schrodinger' depends on axioms: [propext, Classical.choice, Quot.sound]
'QuantumBouncer.orthogonal' depends on axioms: [propext, Classical.choice, Quot.sound]
'QuantumBouncer.position_matrix_elements' depends on axioms: [propext, Classical.choice, Quot.sound]
```

## From the Lean hypotheses to a simulation

`IsDecayingAiry A A'` bundles the four properties of the function: `slope` says that `A'` is the derivative of `A`, `airy` is the differential equation, and `decay` and `decay_slope` are the conditions at $+\infty$. In Lean, `A'` is a separate function, tied to `A` by `slope`. The decay conditions select the solution that dies out in the classically forbidden region.

The floor condition is `ha : A a = 0`, since $A(z+a)$ at $z=0$ is $A(a)$. The hypotheses `ha'` and `hb'` say that the floor slopes are nonzero. Physically, they exclude the identically zero wave function, which satisfies the equation and the decay conditions but describes no particle.

The function `hamiltonian` applies $-d^2/dz^2+z$ pointwise, and `schrodinger` proves the eigenvalue equation with energy $-a$ for every real shift $a$. The floor condition is what selects the bouncer energies.

The final theorem, `position_matrix_elements`, states the three limits for `state`. Each `Tendsto` statement concerns ordinary integrals over $[0,R]$ as $R$ grows. Orthogonality is the separate theorem `orthogonal`, stated for the functions before scaling.

The proof follows the derivation closely:

- `decay_shift` transfers the decay to shifted functions, and `tendsto_integral_of_primitive` turns a primitive into a limit.
- `norm_sq`, `orthogonal`, `mean_height` and `transition` each supply one of the primitives above. Lean's product and sum rules produce its derivative, and `ring` checks that this equals the integrand.
- In the two off-diagonal theorems the integrand carries a factor $a-b$ or $(a-b)^3$, which is removed afterwards using `hab`.
- `convert` reduces the remaining work to comparing the limiting values, where `ha` and `hb` remove every term containing $A(a)$ or $A(b)$.
- The final theorem takes the constant slopes out of the integrals and simplifies with `field_simp`.

The file does not construct $\mathrm{Ai}$, prove that zeros exist, or locate them. A code has to obtain the zeros from a numerical routine, and their errors pass into the matrix: an error in the gap $a-b$ enters the off-diagonal element with twice its relative size, to first order. Completeness of the states, the self-adjoint domain of $H$ and the error of a truncated basis are also left open. The model is one particle in one dimension, with an exactly linear potential and an impenetrable floor.
